# With a cyclic boundary vector, the boundary Green function fixes a finite Hermitian Hamiltonian up to a unitary that fixes this vector

When a code eliminates a block of orbitals that couples to the rest of the system through a single orbital, the remaining equations see the block only through one function of energy. The block can then be exchanged for any other with the same function, such as a Lanczos chain. The result below says which blocks of the same dimension qualify.

Let $H$ and $H'$ be Hermitian on a complex inner product space of finite dimension $N$, and let $e$ be the boundary vector. Write $R(z)=(H-z)^{-1}$ and

$$G(z)=\langle e,R(z)e\rangle ,$$

with $R'$ and $G'$ for $H'$. Suppose that $e$ is cyclic for $H$: every vector has the form $p(H)e$ with a polynomial $p$. Then

$$G(z)=G'(z)\ \text{for all nonreal } z\iff H'=UHU^{-1}\ \text{for some unitary } U \text{ with } Ue=e .$$

Such a $U$ leaves the boundary amplitude $\langle e,x\rangle$ of every state $x$ unchanged and rotates only the interior, the orthogonal complement of $e$. For given $H$ and $H'$ there is at most one such $U$.

## Eliminating a block that couples through one orbital

Let the exterior have Hamiltonian $A$, and let an exterior state $u$ drive the block through $e\langle f,u\rangle$, where $f$ is a fixed exterior vector. If $z$ is not an eigenvalue of $H$, the block equation $(H-z)v+e\langle f,u\rangle=0$ gives $v=-R(z)e\,\langle f,u\rangle$. Inserting this into the exterior equation $(A-z)u+f\langle e,v\rangle=0$ leaves

$$(A-z)u-G(z)\,f\langle f,u\rangle=0 .$$

If $e$ is the first basis vector, a complete Lanczos run started from $e$ replaces $H$ by a tridiagonal matrix through a unitary that fixes $e$, so $G$ is preserved. Conversely, fitting a full matrix $H$ to $G$ cannot determine all its entries when $N\ge2$: for $N=2$ the phase of the off-diagonal entry stays free, and for $N\ge3$ interior rotations can also change the entries of the interior block. Stationary states have real energies, while the theorem compares $G$ and $G'$ at nonreal $z$. Both are rational functions of $z$, so their agreement carries over to every real $z$ that is an eigenvalue of neither $H$ nor $H'$.

## From the Green function to the moments, and from the moments to the unitary

The inner product is linear in its second argument. Since $\langle x,Hx\rangle$ is real, $\operatorname{Im}\langle x,(H-z)x\rangle=-\operatorname{Im}z\,\|x\|^2$, and Cauchy–Schwarz gives

$$|\operatorname{Im}z|\,\|x\|\le\|(H-z)x\| .$$

For nonreal $z$ the operator $H-z$ is therefore injective, hence invertible in finite dimension. Taking $x=R(z)e$ gives $\|R(z)e\|\le\|e\|/|\operatorname{Im}z|$.

Define $m_k=\langle e,H^ke\rangle$ and $g_k(z)=\langle e,H^kR(z)e\rangle$, so that $g_0=G$. From $HR(z)=1+zR(z)$ and the bound on $R(z)e$,

$$g_{k+1}(z)=m_k+z\,g_k(z),\qquad |g_k(z)|\le\frac{\|H^ke\|\,\|e\|}{|\operatorname{Im}z|} .$$

Use primes for $H'$ and suppose that $g_k=g'_k$ at all nonreal $z$, which for $k=0$ is the assumption $G=G'$. Subtracting the recursions gives $m_k-m'_k=g_{k+1}(z)-g'_{k+1}(z)$. The left side does not depend on $z$ and the right side vanishes as $|\operatorname{Im}z|\to\infty$, so $m_k=m'_k$. The recursion then gives $g_{k+1}=g'_{k+1}$, and induction yields all moments.

For $p=\sum_i a_iX^i$ and $q=\sum_j b_jX^j$,

$$\langle p(H)e,q(H)e\rangle=\sum_{i,j}\overline{a_i}\,b_j\,m_{i+j},$$

so these overlaps are the same for $H'$. In particular $\|p(H)e\|=\|p(H')e\|$. Define $U$ by $U\,p(H)e=p(H')e$. If $p(H)e=q(H)e$, then $\|(p-q)(H')e\|=\|(p-q)(H)e\|=0$, so $U$ is well defined. It is linear, preserves norms and, by cyclicity, acts on the whole space; in finite dimension it is unitary. The choice $p=1$ gives $Ue=e$. Replacing $p$ by $Xp$ gives $UH\,p(H)e=H'p(H')e=H'U\,p(H)e$, hence $H'=UHU^{-1}$.

Conversely, given such a $U$, we have $(H'-z)UR(z)e=U(H-z)R(z)e=Ue=e$. Thus $R'(z)e=UR(z)e$, and $G'(z)=\langle Ue,UR(z)e\rangle=G(z)$.

For uniqueness, $Ue=e$ and $UH=H'U$ force $U\,p(H)e=p(H')e$, which fixes $U$ on every vector.

## The Lean file

```lean
import Mathlib

open Polynomial
open scoped InnerProductSpace

namespace BoundaryScattering

variable {E : Type*} [NormedAddCommGroup E] [InnerProductSpace ℂ E]
  {H H' : Module.End ℂ E} {e : E} {z : ℂ}

/-- The resolvent `(H - z)⁻¹`, meaningful when `H - z` is invertible. -/
noncomputable def resolventOp (H : Module.End ℂ E) (z : ℂ) : Module.End ℂ E :=
  Ring.inverse (H - z • (1 : Module.End ℂ E))

/-- The boundary Green function `⟨e, (H - z)⁻¹ e⟩`, meaningful when `H - z` is invertible. -/
noncomputable def boundaryGreen (H : Module.End ℂ E) (e : E) (z : ℂ) : ℂ :=
  ⟪e, resolventOp H z e⟫_ℂ

/-- The vector `e` is cyclic for `H`: every state is a polynomial in `H` applied to `e`. -/
def IsCyclicVector (H : Module.End ℂ E) (e : E) : Prop :=
  ∀ x : E, ∃ p : ℂ[X], aeval H p e = x

/-- For Hermitian `H`, the operator `H - z` stretches every vector by at least `|Im z|`. -/
theorem abs_im_mul_norm_le (hH : LinearMap.IsSymmetric H) (z : ℂ) (x : E) :
    |z.im| * ‖x‖ ≤ ‖H x - z • x‖ := by
  have him : (⟪x, H x⟫_ℂ).im = 0 := by
    apply Complex.conj_eq_iff_im.mp
    rw [inner_conj_symm]
    exact hH x x
  have hs : ⟪x, x⟫_ℂ = ((‖x‖ ^ 2 : ℝ) : ℂ) :=
    (inner_self_eq_norm_sq_to_K x).trans (Complex.ofReal_pow _ _).symm
  have key : (⟪x, H x - z • x⟫_ℂ).im = -(z.im * ‖x‖ ^ 2) := by
    rw [inner_sub_right, inner_smul_right, hs, Complex.sub_im, him,
      Complex.im_mul_ofReal, zero_sub]
  have hcs := (Complex.abs_im_le_norm _).trans
    (norm_inner_le_norm (𝕜 := ℂ) x (H x - z • x))
  rw [key, abs_neg, abs_mul, abs_of_nonneg (sq_nonneg ‖x‖)] at hcs
  rcases (norm_nonneg x).eq_or_lt with h | h
  · rw [← h, mul_zero]
    exact norm_nonneg _
  · exact le_of_mul_le_mul_left (by nlinarith [hcs]) h

lemma inner_pow (hH : LinearMap.IsSymmetric H) (k : ℕ) (x y : E) :
    ⟪(H ^ k) x, y⟫_ℂ = ⟪x, (H ^ k) y⟫_ℂ := by
  induction k generalizing x y with
  | zero => simp
  | succ n ih =>
    have h : (H ^ (n + 1)) y = H ((H ^ n) y) := by rw [pow_succ', Module.End.mul_apply]
    rw [h, pow_succ, Module.End.mul_apply, ih]
    exact hH _ _

lemma aeval_monomial_apply (H : Module.End ℂ E) (e : E) (n : ℕ) (a : ℂ) :
    aeval H (monomial n a) e = a • (H ^ n) e := by
  rw [aeval_monomial, Module.End.mul_apply, Module.algebraMap_end_apply]

/-- If all moments `⟨e, Hᵏ e⟩` of two Hermitian operators agree, so do all overlaps of the
states `p(H) e` and `q(H) e` with polynomial `p` and `q`. -/
theorem overlap_eq (hH : LinearMap.IsSymmetric H) (hH' : LinearMap.IsSymmetric H')
    (hm : ∀ k : ℕ, ⟪e, (H ^ k) e⟫_ℂ = ⟪e, (H' ^ k) e⟫_ℂ) (p q : ℂ[X]) :
    ⟪aeval H p e, aeval H q e⟫_ℂ = ⟪aeval H' p e, aeval H' q e⟫_ℂ := by
  induction p using Polynomial.induction_on' with
  | add p₁ p₂ h₁ h₂ => simp only [map_add, LinearMap.add_apply, inner_add_left, h₁, h₂]
  | monomial n a =>
    induction q using Polynomial.induction_on' with
    | add q₁ q₂ h₁ h₂ => simp only [map_add, LinearMap.add_apply, inner_add_right, h₁, h₂]
    | monomial m b =>
      simp only [aeval_monomial_apply, inner_smul_left, inner_smul_right]
      rw [inner_pow hH, inner_pow hH', ← Module.End.mul_apply, ← Module.End.mul_apply,
        ← pow_add, ← pow_add, hm]

/-- If `e` is cyclic for `H`, at most one unitary fixing `e` rotates `H` into a given `H'`. -/
theorem rotation_unique (hc : IsCyclicVector H e) (U V : E ≃ₗᵢ[ℂ] E)
    (hUe : U e = e) (hVe : V e = e) (hU : ∀ x, H' x = U (H (U.symm x)))
    (hV : ∀ x, H' x = V (H (V.symm x))) : U = V := by
  -- a rotation fixing `e` sends `p(H) e` to `p(H') e`
  have key : ∀ W : E ≃ₗᵢ[ℂ] E, W e = e → (∀ x, H' x = W (H (W.symm x))) →
      ∀ p : ℂ[X], W (aeval H p e) = aeval H' p e := by
    intro W hWe hW p
    have hpow : ∀ n : ℕ, W ((H ^ n) e) = (H' ^ n) e := by
      intro n
      induction n with
      | zero => simpa using hWe
      | succ n ih =>
        rw [pow_succ', pow_succ', Module.End.mul_apply, Module.End.mul_apply, ← ih, hW,
          W.symm_apply_apply]
    induction p using Polynomial.induction_on' with
    | add p q hp hq => simp only [map_add, LinearMap.add_apply, hp, hq]
    | monomial n a => rw [aeval_monomial_apply, aeval_monomial_apply, map_smul, hpow]
  ext x
  obtain ⟨p, rfl⟩ := hc x
  rw [key U hUe hU, key V hVe hV]

variable [FiniteDimensional ℂ E]

/-- For Hermitian `H` on a finite-dimensional space and nonreal `z`, the operator `H - z` is
invertible. -/
theorem isUnit_sub (hH : LinearMap.IsSymmetric H) (hz : z.im ≠ 0) :
    IsUnit (H - z • (1 : Module.End ℂ E)) := by
  rw [LinearMap.isUnit_iff_ker_eq_bot, LinearMap.ker_eq_bot']
  intro x hx
  have hx' : H x - z • x = 0 := hx
  have h := abs_im_mul_norm_le hH z x
  rw [hx', norm_zero] at h
  have hp := abs_pos.mpr hz
  exact norm_le_zero_iff.mp (by nlinarith [norm_nonneg x])

lemma apply_resolvent (hH : LinearMap.IsSymmetric H) (hz : z.im ≠ 0) (x : E) :
    H (resolventOp H z x) = x + z • resolventOp H z x := by
  have h := congrArg (fun T : Module.End ℂ E => T x)
    (Ring.mul_inverse_cancel _ (isUnit_sub hH hz))
  exact sub_eq_iff_eq_add.mp h

lemma resolvent_eq (hH : LinearMap.IsSymmetric H) (hz : z.im ≠ 0) {x w : E}
    (hw : H w - z • w = x) : resolventOp H z x = w := by
  have h := congrArg (fun T : Module.End ℂ E => T w)
    (Ring.inverse_mul_cancel _ (isUnit_sub hH hz))
  rw [← hw]
  exact h

/-- For Hermitian operators on a finite-dimensional space, equal boundary Green functions at all
nonreal energies imply equal moments `⟨e, Hᵏ e⟩`. -/
theorem moments_eq (hH : LinearMap.IsSymmetric H) (hH' : LinearMap.IsSymmetric H')
    (hG : ∀ z : ℂ, z.im ≠ 0 → boundaryGreen H e z = boundaryGreen H' e z) (k : ℕ) :
    ⟪e, (H ^ k) e⟫_ℂ = ⟪e, (H' ^ k) e⟫_ℂ := by
  have hrec : ∀ {K : Module.End ℂ E}, LinearMap.IsSymmetric K → ∀ {z : ℂ}, z.im ≠ 0 →
      ∀ n : ℕ, ⟪e, (K ^ (n + 1)) (resolventOp K z e)⟫_ℂ =
        ⟪e, (K ^ n) e⟫_ℂ + z * ⟪e, (K ^ n) (resolventOp K z e)⟫_ℂ := by
    intro K hK z hz n
    rw [pow_succ, Module.End.mul_apply, apply_resolvent hK hz, map_add, map_smul,
      inner_add_right, inner_smul_right]
  have hbound : ∀ {K : Module.End ℂ E}, LinearMap.IsSymmetric K → ∀ {z : ℂ}, z.im ≠ 0 →
      ∀ n : ℕ, |z.im| * ‖⟪e, (K ^ n) (resolventOp K z e)⟫_ℂ‖ ≤ ‖(K ^ n) e‖ * ‖e‖ := by
    intro K hK z hz n
    have h := abs_im_mul_norm_le hK z (resolventOp K z e)
    rw [apply_resolvent hK hz, add_sub_cancel_right] at h
    rw [← inner_pow hK]
    have h₁ := mul_le_mul_of_nonneg_left
      (norm_inner_le_norm (𝕜 := ℂ) ((K ^ n) e) (resolventOp K z e)) (abs_nonneg z.im)
    have h₂ := mul_le_mul_of_nonneg_left h (norm_nonneg ((K ^ n) e))
    linarith
  -- the difference of moments is independent of `z` but decays at large `Im z`
  have step : ∀ n : ℕ, (∀ z : ℂ, z.im ≠ 0 → ⟪e, (H ^ n) (resolventOp H z e)⟫_ℂ =
      ⟪e, (H' ^ n) (resolventOp H' z e)⟫_ℂ) → ⟪e, (H ^ n) e⟫_ℂ = ⟪e, (H' ^ n) e⟫_ℂ := by
    intro n hn
    by_contra hne
    have hc := norm_pos_iff.mpr (sub_ne_zero.mpr hne)
    obtain ⟨B, hB⟩ : ∃ B : ℝ, B = ‖(H ^ (n + 1)) e‖ * ‖e‖ + ‖(H' ^ (n + 1)) e‖ * ‖e‖ :=
      ⟨_, rfl⟩
    have hB0 : 0 ≤ B := by rw [hB]; positivity
    obtain ⟨y, hy0, hy⟩ : ∃ y : ℝ, 0 < y ∧
        B < y * ‖⟪e, (H ^ n) e⟫_ℂ - ⟪e, (H' ^ n) e⟫_ℂ‖ :=
      ⟨B / ‖⟪e, (H ^ n) e⟫_ℂ - ⟪e, (H' ^ n) e⟫_ℂ‖ + 1,
        add_pos_of_nonneg_of_pos (div_nonneg hB0 hc.le) one_pos,
        by rw [add_mul, div_mul_cancel₀ _ hc.ne']; linarith⟩
    obtain ⟨z, hzy⟩ : ∃ z : ℂ, z.im = y := ⟨⟨0, y⟩, rfl⟩
    have hz : z.im ≠ 0 := by rw [hzy]; exact hy0.ne'
    have b₁ := hbound hH hz (n + 1)
    have b₂ := hbound hH' hz (n + 1)
    rw [hzy, abs_of_pos hy0] at b₁ b₂
    have hd : ⟪e, (H ^ n) e⟫_ℂ - ⟪e, (H' ^ n) e⟫_ℂ =
        ⟪e, (H ^ (n + 1)) (resolventOp H z e)⟫_ℂ -
          ⟪e, (H' ^ (n + 1)) (resolventOp H' z e)⟫_ℂ := by
      rw [hrec hH hz, hrec hH' hz, hn z hz]
      ring
    have ht := norm_sub_le ⟪e, (H ^ (n + 1)) (resolventOp H z e)⟫_ℂ
      ⟪e, (H' ^ (n + 1)) (resolventOp H' z e)⟫_ℂ
    rw [← hd] at ht
    have hty := mul_le_mul_of_nonneg_left ht hy0.le
    linarith
  apply step
  induction k with
  | zero => intro z hz; simpa [boundaryGreen] using hG z hz
  | succ n ih => intro z hz; rw [hrec hH hz, hrec hH' hz, ih z hz, step n ih]

/-- Let `H` and `H'` be Hermitian on a finite-dimensional space and `e` cyclic for `H`. Their
boundary Green functions agree at all nonreal energies if and only if `H' = U H U⁻¹` for some
unitary `U` fixing `e`. -/
theorem boundaryGreen_eq_iff (hH : LinearMap.IsSymmetric H) (hH' : LinearMap.IsSymmetric H')
    (hc : IsCyclicVector H e) :
    (∀ z : ℂ, z.im ≠ 0 → boundaryGreen H e z = boundaryGreen H' e z) ↔
      ∃ U : E ≃ₗᵢ[ℂ] E, U e = e ∧ ∀ x, H' x = U (H (U.symm x)) := by
  constructor
  · intro hG
    let T : ℂ[X] →ₗ[ℂ] E := (LinearMap.applyₗ e) ∘ₗ (aeval H).toLinearMap
    let T' : ℂ[X] →ₗ[ℂ] E := (LinearMap.applyₗ e) ∘ₗ (aeval H').toLinearMap
    have hnorm : ∀ p, ‖T' p‖ = ‖T p‖ := by
      intro p
      rw [norm_eq_sqrt_re_inner (𝕜 := ℂ) (T' p), norm_eq_sqrt_re_inner (𝕜 := ℂ) (T p)]
      exact congrArg (fun c : ℂ => √(RCLike.re c))
        (overlap_eq hH hH' (moments_eq hH hH' hG) p p).symm
    obtain ⟨g, hg⟩ := T.exists_rightInverse_of_surjective (LinearMap.range_eq_top.mpr hc)
    have hgx : ∀ x, T (g x) = x := fun x => LinearMap.congr_fun hg x
    -- `p(H) e ↦ p(H') e` is well defined and preserves norms
    let V : E →ₗᵢ[ℂ] E := ⟨T' ∘ₗ g, fun x => (hnorm (g x)).trans (by rw [hgx])⟩
    let U : E ≃ₗᵢ[ℂ] E := V.toLinearIsometryEquiv rfl
    have hUT : ∀ p : ℂ[X], U (aeval H p e) = aeval H' p e := by
      intro p
      have h : T' (g (T p)) = T' p := by
        rw [← sub_eq_zero, ← map_sub, ← norm_eq_zero, hnorm, map_sub, hgx, sub_self, norm_zero]
      exact h
    refine ⟨U, by simpa using hUT 1, fun x => ?_⟩
    obtain ⟨p, hp⟩ := hc (U.symm x)
    have hx : aeval H' p e = x := by rw [← hUT, hp, U.apply_symm_apply]
    have h := hUT (X * p)
    rw [map_mul, map_mul, aeval_X, aeval_X, Module.End.mul_apply, Module.End.mul_apply,
      hp, hx] at h
    exact h.symm
  · rintro ⟨U, hUe, hU⟩ z hz
    -- the rotation carries the response of `H` into that of `H'`
    have h : resolventOp H' z e = U (resolventOp H z e) := by
      apply resolvent_eq hH' hz
      rw [hU, U.symm_apply_apply, apply_resolvent hH hz, map_add, map_smul,
        add_sub_cancel_right, hUe]
    have hi := U.inner_map_map e (resolventOp H z e)
    rw [hUe] at hi
    rw [boundaryGreen, boundaryGreen, h, hi]

/-- On a finite-dimensional space, a nonzero Hermitian `H'` that annihilates `e` has the same
boundary Green function as the zero Hamiltonian at all nonreal energies, yet no unitary rotates the
zero Hamiltonian into `H'`. -/
theorem cyclicity_needed (hH' : LinearMap.IsSymmetric H') (h0 : H' e = 0) (hne : H' ≠ 0) :
    (∀ z : ℂ, z.im ≠ 0 → boundaryGreen 0 e z = boundaryGreen H' e z) ∧
      ¬ ∃ U : E ≃ₗᵢ[ℂ] E, ∀ x, H' x = U ((0 : Module.End ℂ E) (U.symm x)) := by
  constructor
  · intro z hz
    have hz0 : z ≠ 0 := fun h => hz (by rw [h, Complex.zero_im])
    have hs : LinearMap.IsSymmetric (0 : Module.End ℂ E) := fun x y => by simp
    have h₁ : resolventOp 0 z e = (-z⁻¹) • e :=
      resolvent_eq hs hz (by simp [smul_smul, hz0])
    have h₂ : resolventOp H' z e = (-z⁻¹) • e :=
      resolvent_eq hH' hz (by simp [h0, smul_smul, hz0])
    rw [boundaryGreen, boundaryGreen, h₁, h₂]
  · rintro ⟨U, hU⟩
    exact hne (LinearMap.ext fun x => by simpa using hU x)

/-- The two-site hopping Hamiltonian, which exchanges the amplitudes on the two sites. -/
noncomputable def hop : Module.End ℂ (EuclideanSpace ℂ (Fin 2)) where
  toFun x := !₂[x 1, x 0]
  map_add' x y := by ext i; fin_cases i <;> simp
  map_smul' c x := by ext i; fin_cases i <;> simp

/-- The two-site hopping Hamiltonian is Hermitian, and the state on the first site is cyclic
for it. -/
theorem hop_witness :
    LinearMap.IsSymmetric hop ∧ IsCyclicVector hop !₂[(1 : ℂ), 0] := by
  constructor
  · intro x y
    rw [PiLp.inner_apply, PiLp.inner_apply, Fin.sum_univ_two, Fin.sum_univ_two]
    exact add_comm _ _
  · intro x
    refine ⟨C (x 0) + C (x 1) * X, ?_⟩
    simp only [map_add, map_mul, aeval_C, aeval_X, LinearMap.add_apply, Module.End.mul_apply,
      Module.algebraMap_end_apply]
    ext i
    fin_cases i <;> simp [hop]

end BoundaryScattering
```

```lean
#print axioms BoundaryScattering.rotation_unique
#print axioms BoundaryScattering.boundaryGreen_eq_iff
#print axioms BoundaryScattering.cyclicity_needed
```

```
'BoundaryScattering.rotation_unique' depends on axioms: [propext, Classical.choice, Quot.sound]
'BoundaryScattering.boundaryGreen_eq_iff' depends on axioms: [propext, Classical.choice, Quot.sound]
'BoundaryScattering.cyclicity_needed' depends on axioms: [propext, Classical.choice, Quot.sound]
```

## What the equivalence means for a block in a code

The main theorem is `boundaryGreen_eq_iff`. The state space `E` is any finite-dimensional complex inner product space, an operator is an element of `Module.End ℂ E`, and `LinearMap.IsSymmetric` says that it is Hermitian. `boundaryGreen H e z` is $G(z)$, with the sign convention $(H-z)^{-1}$; codes that use $(z-H)^{-1}$ have the opposite sign. `IsCyclicVector H e` is assumed for `H` only. It says that the vectors $e,He,H^2e,\dots$ span the whole block or, equivalently for Hermitian $H$, that no eigenstate is orthogonal to $e$. This excludes degenerate levels, since a degenerate level always contains an eigenstate orthogonal to $e$. It is not enough that hopping connects every site to the boundary: if the boundary site is coupled equally to two equivalent sites, their antisymmetric combination is decoupled. The vector `e` need not be normalised. A unitary is an `E ≃ₗᵢ[ℂ] E`, with inverse `U.symm`.

The lemmas follow the derivation:

- `abs_im_mul_norm_le` is the lower bound, and `isUnit_sub` turns it into invertibility. `apply_resolvent` is $HR=1+zR$, and `resolvent_eq` identifies a resolvent vector from the equation that it solves.
- `moments_eq` contains the recursion as `hrec` and the decay as `hbound`. Instead of taking a limit, `step` assumes unequal moments and picks an imaginary part large enough to contradict the bound.
- `inner_pow` moves powers of $H$ across the inner product, and `aeval_monomial_apply` evaluates a monomial. `overlap_eq` uses both, by induction on the two polynomials.
- In the main theorem, `T` and `T'` send $p$ to $p(H)e$ and $p(H')e$. Cyclicity makes `T` surjective, so `g` can choose a polynomial for each state; equality of norms shows that the choice does not matter.
- `rotation_unique` proves uniqueness by comparing two candidates on the states $p(H)e$.

`cyclicity_needed` shows that the equivalence can fail when $e$ is cyclic for neither operator. If $H=0$ and $H'\neq0$ annihilates $e$, both resolvents send $e$ to $-e/z$, yet every rotation of zero is zero. A state decoupled from the boundary is invisible there.

`hop_witness` shows that the two-site hopping model satisfies the hypotheses: $(a+bX)$ evaluated at `hop` sends the first site state to $(a,b)$. Giving the second site a phase changes the phase of the hopping but not $G$.

The theorem compares blocks of equal dimension with one boundary vector, and it requires exact agreement at all nonreal energies. It gives no error estimate for a fit over an energy window or for rounding, and it does not treat several coupled channels or a continuum. The elimination formula is derived by hand above and is not part of the Lean file. If a code also demands that $H'$ be local or sparse, this can exclude some of the rotations.
